# The slab-truncated Coulomb kernel for k > 0: closed form, and positivity when Gc is a multiple of π

If the Coulomb interaction between charged layers is cut off at a height difference $c>0$, its Fourier transform along the surface normal is elementary. For in-plane wavenumber $k>0$ and any real $G$,

$$\int_{-c}^{c}\frac{2\pi}{k}\,e^{-k|z|}\cos(Gz)\,dz=\frac{4\pi}{k^2+G^2}\Big[1-e^{-kc}\Big(\cos Gc-\frac{G}{k}\sin Gc\Big)\Big],$$

and this is strictly positive whenever $Gc$ is an integer multiple of $\pi$. I can do the integral, but I would like to see the whole claim made rigorous and machine-checked, starting from the integral itself and not from the formula. I would also like to know whether the condition on $Gc$ matters for the sign, and how fast the kernel approaches the usual $4\pi/(k^2+G^2)$ as $c$ grows.

## The formula holds for every real G, but the sign does not

Both claims are correct, and the Lean file below proves them from the integral. The condition on $Gc$ does matter: at $k=c=1$ and $G=3\pi/2$ the kernel is negative. The distance from $4\pi/(k^2+G^2)$ is at most a constant times $e^{-kc}$, where the constant depends on $k$ and $G$.

In a plane-wave calculation with cell length $L$ along the normal, the wavenumbers are $G=2\pi n/L$ with integer $n$, so the choice $c=L/2$ gives $Gc=n\pi$ and hence a positive truncated kernel for every component with $k>0$.

### Integrating the damped cosine

Write $K(k,G,c)$ for the integral on the left. The function $(2\pi/k)e^{-k|z|}$ is the amplitude of the potential, in Gaussian units, at distance $|z|$ from a layer of charge that varies in the plane as a wave of wavenumber $k$ and unit amplitude.

The integrand is even in $z$, and $|z|=z$ on the upper half, so

$$K(k,G,c)=\frac{4\pi}{k}\int_0^c e^{-kz}\cos(Gz)\,dz .$$

An antiderivative of the damped cosine is

$$F(z)=\frac{e^{-kz}\,(G\sin Gz-k\cos Gz)}{k^2+G^2}.$$

To check it, differentiate the product in the numerator:

$$e^{-kz}\big(-kG\sin Gz+k^2\cos Gz+G^2\cos Gz+kG\sin Gz\big)=(k^2+G^2)\,e^{-kz}\cos Gz .$$

The sine terms cancel and the denominator removes the factor $k^2+G^2$. Since $F(0)=-k/(k^2+G^2)$,

$$\int_0^c e^{-kz}\cos(Gz)\,dz=\frac{k+e^{-kc}(G\sin Gc-k\cos Gc)}{k^2+G^2}.$$

Multiplying by $4\pi/k$ gives the closed form.

### The sign of the kernel

Let $Gc=n\pi$ with $n$ an integer. Then $\sin Gc=0$ and $\cos Gc=(-1)^n$, so

$$K(k,G,c)=\frac{4\pi\,\big(1-(-1)^n e^{-kc}\big)}{k^2+G^2}.$$

For $k>0$ and $c>0$ we have $0<e^{-kc}<1$. The bracket is therefore positive for even $n$ and larger than 1 for odd $n$. At $c=0$ the interval has no length and the kernel is zero, which is why strict positivity needs $c>0$.

For other values of $Gc$ the sine term can dominate, because its coefficient $G/k$ can be large. At $k=c=1$ and $G=3\pi/2$, the cosine is $0$ and the sine is $-1$, and the bracket in the closed form becomes

$$1-\frac{3\pi}{2e}.$$

Since $\pi>3$ and $e<3$, we have $3\pi/2>3>e$, so the bracket is negative. A density wave with these wavenumbers would enter the electrostatic energy of the truncated interaction with a negative weight, although the untruncated kernel is positive there.

### The approach to the untruncated kernel

Subtracting $4\pi/(k^2+G^2)$ from the closed form leaves

$$K(k,G,c)-\frac{4\pi}{k^2+G^2}=-\frac{4\pi}{k^2+G^2}\,e^{-kc}\Big(\cos Gc-\frac{G}{k}\sin Gc\Big).$$

The last bracket has absolute value at most $1+|G|/k$, by the triangle inequality. Hence, for every $c\ge 0$,

$$\left|K(k,G,c)-\frac{4\pi}{k^2+G^2}\right|\le\frac{4\pi}{k^2+G^2}\Big(1+\frac{|G|}{k}\Big)e^{-kc}.$$

At fixed $k>0$ and $G$, the right-hand side tends to zero as $c\to\infty$. The decay length is $1/k$, so at long in-plane wavelengths the bound is small compared with $4\pi/(k^2+G^2)$ only for a large cutoff.

### What the Lean statements say

`layerPotential k z` is the function $(2\pi/k)e^{-k|z|}$, and `slabKernel k G c` is the interval integral of that function times $\cos(Gz)$ from $-c$ to $c$. The closed form is thus a theorem about an integral and is not built into the definition. All quantities are real numbers. In particular, `k` is the magnitude of the in-plane wavevector, and `G` is any real number, not only a reciprocal-lattice value.

- `slabKernel_eq` is the closed form, for $k>0$, $c\ge 0$ and every real $G$.
- `slabKernel_commensurate` is its special case under the hypothesis `G * c = n * π` with `n : ℤ`, which covers negative $n$ and $n=0$ as well.
- `slabKernel_pos` states strict positivity under the same hypothesis, now with $c>0$.
- `slabKernel_neg_example` is the negative value at $k=c=1$, $G=3\pi/2$.
- `slabKernel_error` is the exponential bound, and `slabKernel_tendsto` is the limit $c\to\infty$ at fixed $k$ and $G$.

The hypothesis $k>0$ excludes the laterally averaged component of the charge. Its potential varies linearly with distance from the layer and needs separate treatment; Lean's convention that division by zero gives zero would make `layerPotential 0 z` vanish, which is not that potential. The hypothesis $c\ge 0$ makes $[-c,c]$ a slab with its usual orientation.

The exponential form of the layer potential is taken as the definition of the interaction and is not derived from $1/r$. The file treats one pair $(k,G)$ at a time, so it contains no lattice sum, no Ewald splitting and no total energy.

```lean
import Mathlib

open Real Filter Topology

namespace SlabTruncatedCoulomb

noncomputable section

/-- The Coulomb interaction at in-plane wavenumber `k` and height difference `z` (Gaussian units),
for `k > 0`. -/
def layerPotential (k z : ℝ) : ℝ := 2 * π / k * Real.exp (-k * |z|)

/-- The slab-truncated Coulomb kernel: the Fourier transform along `z`, at wavenumber `G`,
of the layer potential cut off at `|z| = c`. -/
def slabKernel (k G c : ℝ) : ℝ :=
  ∫ z in (-c)..c, layerPotential k z * Real.cos (G * z)

/-- An explicit antiderivative of the damped cosine wave `exp (-k z) cos (G z)`. -/
theorem hasDerivAt_dampedWave {k : ℝ} (hk : 0 < k) (G z : ℝ) :
    HasDerivAt (fun x : ℝ => Real.exp (-k * x) *
      (G * Real.sin (G * x) - k * Real.cos (G * x)) / (k ^ 2 + G ^ 2))
      (Real.exp (-k * z) * Real.cos (G * z)) z := by
  have hD : k ^ 2 + G ^ 2 ≠ 0 := by positivity
  have hl : ∀ a : ℝ, HasDerivAt (fun x : ℝ => a * x) a z := by
    intro a
    simpa using (hasDerivAt_id' z).const_mul a
  have h := ((hl (-k)).exp.fun_mul
    (((hl G).sin.const_mul G).fun_sub ((hl G).cos.const_mul k))).div_const (k ^ 2 + G ^ 2)
  refine h.congr_deriv ?_
  rw [div_eq_iff hD]
  ring

/-- The integral of the damped cosine wave over the upper half `[0, c]` of the slab. -/
theorem integral_dampedWave {k : ℝ} (hk : 0 < k) (G c : ℝ) :
    ∫ z in (0 : ℝ)..c, Real.exp (-k * z) * Real.cos (G * z) =
      (k + Real.exp (-k * c) * (G * Real.sin (G * c) - k * Real.cos (G * c)))
        / (k ^ 2 + G ^ 2) := by
  rw [intervalIntegral.integral_eq_sub_of_hasDerivAt
    (fun z _ => hasDerivAt_dampedWave hk G z)
    (Continuous.intervalIntegrable (by fun_prop) _ _)]
  simp only [mul_zero, Real.exp_zero, Real.sin_zero, Real.cos_zero]
  ring

/-- Closed form of the slab-truncated Coulomb kernel for every real wavenumber `G`. -/
theorem slabKernel_eq {k c : ℝ} (hk : 0 < k) (hc : 0 ≤ c) (G : ℝ) :
    slabKernel k G c =
      4 * π * (1 - Real.exp (-k * c) * (Real.cos (G * c) - G / k * Real.sin (G * c)))
        / (k ^ 2 + G ^ 2) := by
  have hD : k ^ 2 + G ^ 2 ≠ 0 := by positivity
  have hk0 : k ≠ 0 := hk.ne'
  have hcont : Continuous (fun z : ℝ => layerPotential k z * Real.cos (G * z)) := by
    unfold layerPotential
    fun_prop
  -- the integrand is even, so both halves of the slab contribute equally
  have heven : ∫ z in (-c)..0, layerPotential k z * Real.cos (G * z) =
      ∫ z in (0 : ℝ)..c, layerPotential k z * Real.cos (G * z) := by
    have h := intervalIntegral.integral_comp_neg (a := 0) (b := c)
      (fun z : ℝ => layerPotential k z * Real.cos (G * z))
    rw [neg_zero] at h
    rw [← h]
    apply intervalIntegral.integral_congr
    intro z _
    simp only [layerPotential, abs_neg, mul_neg, Real.cos_neg]
  -- on the upper half the absolute value drops out
  have half : ∫ z in (0 : ℝ)..c, layerPotential k z * Real.cos (G * z) =
      2 * π / k * ∫ z in (0 : ℝ)..c, Real.exp (-k * z) * Real.cos (G * z) := by
    rw [← intervalIntegral.integral_const_mul]
    apply intervalIntegral.integral_congr
    intro z hz
    rw [Set.uIcc_of_le hc] at hz
    simp only [layerPotential, abs_of_nonneg hz.1, mul_assoc]
  unfold slabKernel
  rw [← intervalIntegral.integral_add_adjacent_intervals
    (hcont.intervalIntegrable (-c) 0) (hcont.intervalIntegrable 0 c),
    heven, half, integral_dampedWave hk]
  generalize Real.exp (-k * c) = e
  generalize Real.cos (G * c) = u
  generalize Real.sin (G * c) = v
  field_simp
  ring

/-- When `G c` is an integer multiple `n π`, the sine term drops out and the cosine becomes the sign
`(-1) ^ n`. -/
theorem slabKernel_commensurate {k c G : ℝ} (hk : 0 < k) (hc : 0 ≤ c) (n : ℤ)
    (hG : G * c = n * π) :
    slabKernel k G c =
      4 * π * (1 - (-1) ^ n * Real.exp (-k * c)) / (k ^ 2 + G ^ 2) := by
  rw [slabKernel_eq hk hc, hG, Real.sin_int_mul_pi, Real.cos_int_mul_pi]
  ring

/-- The slab-truncated kernel is strictly positive when `G c` is an integer multiple
of `π`. -/
theorem slabKernel_pos {k c G : ℝ} (hk : 0 < k) (hc : 0 < c) (n : ℤ)
    (hG : G * c = n * π) : 0 < slabKernel k G c := by
  rw [slabKernel_eq hk hc.le, hG, Real.sin_int_mul_pi, mul_zero, sub_zero]
  have he : Real.exp (-k * c) < 1 := by
    rw [Real.exp_lt_one_iff]
    nlinarith [mul_pos hk hc]
  have hle : Real.exp (-k * c) * Real.cos (n * π) ≤ Real.exp (-k * c) :=
    mul_le_of_le_one_right (Real.exp_pos _).le (Real.cos_le_one _)
  have hpos : 0 < 1 - Real.exp (-k * c) * Real.cos (n * π) := by linarith
  positivity

/-- At `k = 1`, `c = 1` and `G = 3π/2` the slab-truncated kernel is negative. -/
theorem slabKernel_neg_example : slabKernel 1 (3 * π / 2) 1 < 0 := by
  have harg : 3 * π / 2 * 1 = π / 2 + π := by ring
  have hval : slabKernel 1 (3 * π / 2) 1 =
      4 * π * (1 - Real.exp (-1 * 1) * (3 * π / 2)) / (1 ^ 2 + (3 * π / 2) ^ 2) := by
    rw [slabKernel_eq (k := 1) (c := 1) (by norm_num) (by norm_num), harg,
      Real.cos_add_pi, Real.sin_add_pi, Real.cos_pi_div_two, Real.sin_pi_div_two]
    ring
  rw [hval]
  have hprod : Real.exp (-1 * 1) * Real.exp 1 = 1 := by
    rw [← Real.exp_add]
    norm_num
  have he : Real.exp 1 < 3 := by linarith [Real.exp_one_lt_d9]
  have hp := Real.exp_pos (-1 * 1)
  have h3 : 1 < Real.exp (-1 * 1) * 3 := by
    have h := mul_lt_mul_of_pos_left he hp
    rwa [hprod] at h
  have h4 : Real.exp (-1 * 1) * 3 < Real.exp (-1 * 1) * (3 * π / 2) :=
    mul_lt_mul_of_pos_left (by linarith [Real.pi_gt_three]) hp
  apply div_neg_of_neg_of_pos
  · apply mul_neg_of_pos_of_neg (by positivity)
    exact sub_lt_zero.mpr (h3.trans h4)
  · positivity

/-- The slab-truncated kernel differs from `4π / (k² + G²)` by at most a term that decays
as `exp (-k c)` with the cutoff `c`. -/
theorem slabKernel_error {k c : ℝ} (hk : 0 < k) (hc : 0 ≤ c) (G : ℝ) :
    |slabKernel k G c - 4 * π / (k ^ 2 + G ^ 2)| ≤
      4 * π / (k ^ 2 + G ^ 2) * (1 + |G| / k) * Real.exp (-k * c) := by
  have hosc : |Real.cos (G * c) - G / k * Real.sin (G * c)| ≤ 1 + |G| / k := by
    have h1 := norm_sub_le (Real.cos (G * c)) (G / k * Real.sin (G * c))
    simp only [Real.norm_eq_abs] at h1
    rw [abs_mul, abs_div, abs_of_pos hk] at h1
    have h2 : |G| / k * |Real.sin (G * c)| ≤ |G| / k :=
      mul_le_of_le_one_right (by positivity) (Real.abs_sin_le_one _)
    linarith [Real.abs_cos_le_one (G * c)]
  have hA : 0 < 4 * π / (k ^ 2 + G ^ 2) := by positivity
  have hdiff : slabKernel k G c - 4 * π / (k ^ 2 + G ^ 2) =
      -(4 * π / (k ^ 2 + G ^ 2) * Real.exp (-k * c) *
        (Real.cos (G * c) - G / k * Real.sin (G * c))) := by
    rw [slabKernel_eq hk hc]
    ring
  rw [hdiff, abs_neg, abs_mul, abs_of_pos (mul_pos hA (Real.exp_pos _))]
  calc _ ≤ 4 * π / (k ^ 2 + G ^ 2) * Real.exp (-k * c) * (1 + |G| / k) :=
        mul_le_mul_of_nonneg_left hosc (mul_pos hA (Real.exp_pos _)).le
    _ = _ := by ring

/-- As the cutoff `c` grows, the slab-truncated kernel tends to the three-dimensional
Coulomb kernel `4π / (k² + G²)`. -/
theorem slabKernel_tendsto {k : ℝ} (hk : 0 < k) (G : ℝ) :
    Tendsto (fun c => slabKernel k G c) atTop (𝓝 (4 * π / (k ^ 2 + G ^ 2))) := by
  have hlin : Tendsto (fun c : ℝ => -k * c) atTop atBot :=
    tendsto_id.const_mul_atTop_of_neg (by linarith)
  have hexp : Tendsto (fun c : ℝ => Real.exp (-k * c)) atTop (𝓝 0) :=
    Real.tendsto_exp_atBot.comp hlin
  have hbound := hexp.const_mul (4 * π / (k ^ 2 + G ^ 2) * (1 + |G| / k))
  rw [mul_zero] at hbound
  rw [tendsto_iff_norm_sub_tendsto_zero]
  refine squeeze_zero' (Eventually.of_forall fun c => norm_nonneg _) ?_ hbound
  filter_upwards [eventually_ge_atTop (0 : ℝ)] with c hc
  rw [Real.norm_eq_abs]
  exact slabKernel_error hk hc G

end

end SlabTruncatedCoulomb
```

```lean
#print axioms SlabTruncatedCoulomb.slabKernel_commensurate
#print axioms SlabTruncatedCoulomb.slabKernel_pos
#print axioms SlabTruncatedCoulomb.slabKernel_neg_example
#print axioms SlabTruncatedCoulomb.slabKernel_tendsto
```

```
'SlabTruncatedCoulomb.slabKernel_commensurate' depends on axioms: [propext, Classical.choice, Quot.sound]
'SlabTruncatedCoulomb.slabKernel_pos' depends on axioms: [propext, Classical.choice, Quot.sound]
'SlabTruncatedCoulomb.slabKernel_neg_example' depends on axioms: [propext, Classical.choice, Quot.sound]
'SlabTruncatedCoulomb.slabKernel_tendsto' depends on axioms: [propext, Classical.choice, Quot.sound]
```

### How the proof follows the calculation

`hasDerivAt_dampedWave` is the check of the antiderivative $F$. Lean assembles the derivative from the rules for products, exponentials, sines and cosines. The step `congr_deriv` then asks for a proof that the assembled expression equals $e^{-kz}\cos(Gz)$. After `div_eq_iff` has cleared the denominator, `ring` carries out the cancellation of the sine terms. The denominator is nonzero because $k>0$.

`integral_dampedWave` applies the fundamental theorem of calculus, `integral_eq_sub_of_hasDerivAt`. This needs the derivative at each point of the interval and the integrability of the damped cosine, which follows from continuity. Evaluating $F$ at zero produces the lone $k$ in the numerator.

`slabKernel_eq` joins the two halves of the slab. Its step `heven` substitutes $z\to -z$ to show that the lower half contributes as much as the upper half. The step `half` removes the absolute value on $[0,c]$ and takes the factor $2\pi/k$ out of the integral; this is where $c\ge 0$ is used. The integral is then split at zero and both parts are replaced by the known value. The three `generalize` lines rename the exponential, the cosine and the sine as plain letters, so what remains is an identity between rational expressions, which `field_simp` and `ring` settle.

For `slabKernel_commensurate`, Lean inserts the values of sine and cosine at $n\pi$ into the closed form. The proof of `slabKernel_pos` does not distinguish even from odd $n$. It uses $\cos(n\pi)\le 1$ to obtain $e^{-kc}\cos(n\pi)\le e^{-kc}<1$, which makes the bracket positive in both cases.

In `slabKernel_neg_example`, the argument $3\pi/2$ is written as $\pi/2+\pi$ so that the shift formulas give the cosine and the sine. The numerical part is the chain

$$1<\frac{3}{e}<\frac{3\pi}{2e},$$

whose first inequality comes from $e<3$ and whose second comes from $\pi>3$. These are the steps `h3` and `h4`.

`slabKernel_error` follows the subtraction above: `hdiff` is the exact difference and `hosc` is the triangle inequality for the oscillating bracket. `slabKernel_tendsto` squeezes the absolute difference between zero and that bound. Since the bound requires $c\ge 0$, the proof restricts to nonnegative cutoffs with `eventually_ge_atTop`, which does not affect a limit at infinity.

### Starting from 1/r

The model could also begin one step earlier, with the interaction $1/\sqrt{\rho^2+z^2}$ between unit point charges at in-plane distance $\rho$ and height difference $z$. The layer potential would then be its two-dimensional Fourier transform over the plane, and the formula $(2\pi/k)e^{-k|z|}$ would become a theorem instead of a definition.

This would tie the kernel directly to Coulomb's law, at the price of a harder first step. The in-plane integral does not converge absolutely, because $1/\rho$ decays too slowly in two dimensions, so the transform could not be defined as an ordinary Lebesgue integral. It could be defined through a limit, for example with a screening factor that is removed at the end. Once the layer potential had been obtained for $k>0$, the integration along $z$ and the results on sign and convergence would stay the same.
